# Newton iteration for a smooth energy converges locally to nondegenerate maxima as well as minima

A Newton-based orbital optimisation can settle down, drive the gradient to zero and deliver an energy maximum. Anyone who takes the convergence as evidence of a minimum will then accept the wrong state. Below, this behaviour is derived for a general energy of one real variable and then for minimal-basis H2, under an inequality between its integrals.

```lean
import Mathlib

open Filter Topology

namespace NewtonSCF

noncomputable section
```

## The Newton step and its error

Let E(t) be the energy as a function of one real parameter t, with gradient E′ and second derivative E″. The Newton step is

N(t) = t − E′(t)/E″(t).

In Lean the derivatives are `deriv E` and `deriv (deriv E)`. Division by zero returns zero there, so the theorems below also state that E″ is nonzero wherever a step is taken.

```lean
/-- One Newton step `t - E'(t) / E''(t)` for the energy `E`, meaningful where `E''(t) ≠ 0`. -/
def newtonStep (E : ℝ → ℝ) (t : ℝ) : ℝ := t - deriv E t / deriv (deriv E) t
```

Let t0 be the point of interest and write a = E″(t0). The hypothesis `ContDiffAt ℝ 2 E t0` says that E is twice continuously differentiable near t0. Two facts follow as t → t0:

E′(t) = E′(t0) + a(t − t0) + o(|t − t0|),

E″(t) → a.

The proof lowers the order of smoothness by one for each derivative taken.

```lean
/-- If the energy is twice continuously differentiable at `t0`, its gradient is differentiable
at `t0` and its second derivative is continuous there. -/
theorem gradient_regular {E : ℝ → ℝ} {t0 : ℝ} (hE : ContDiffAt ℝ 2 E t0) :
    HasDerivAt (deriv E) (deriv (deriv E) t0) t0 ∧ ContinuousAt (deriv (deriv E)) t0 := by
  have h1 : ContDiffAt ℝ 1 (deriv E) t0 :=
    (hE.fderiv_right (m := 1) one_add_one_eq_two.le).clm_apply contDiffAt_const
  have h2 : ContDiffAt ℝ 0 (deriv (deriv E)) t0 :=
    (h1.fderiv_right (m := 0) (zero_add 1).le).clm_apply contDiffAt_const
  exact ⟨(h1.differentiableAt (by norm_num)).hasDerivAt, h2.continuousAt⟩
```

Now let t0 be stationary, E′(t0) = 0, with a ≠ 0. Put x = t − t0. Subtracting t0 from the Newton step gives

N(t) − t0 = x − E′(t)/E″(t) = [(E″(t) − a)x − (E′(t) − ax)] / E″(t).

Choose any q > 0. Close enough to t0, the two facts above give

|E″(t) − a| < q|a|/4,

|E′(t) − ax| ≤ (q|a|/4)|x|,

|E″(t)| > |a|/2.

The numerator is then at most (q|a|/2)|x|, which is at most q|E″(t)||x|. Dividing by |E″(t)| leaves

|N(t) − t0| ≤ q|x|.

Only |a| enters, so the sign of the curvature plays no part. Since q can be as small as we like, convergence is superlinear. In the code, `herr` is the error identity, `hb` is the lower bound on |E″(t)|, and `m1` to `m3` assemble the estimate.

```lean
/-- Superlinear error reduction: let `E` be twice continuously differentiable at a stationary point
`t0` with `E''(t0) ≠ 0`. For every `q > 0`, a Newton step from close enough to `t0` is well defined
and leaves an error of at most `q` times the old one. -/
theorem newton_error_reduction {E : ℝ → ℝ} {t0 q : ℝ} (hE : ContDiffAt ℝ 2 E t0)
    (h0 : deriv E t0 = 0) (ha : deriv (deriv E) t0 ≠ 0) (hq : 0 < q) :
    ∃ δ > 0, ∀ t, |t - t0| < δ →
      deriv (deriv E) t ≠ 0 ∧ |newtonStep E t - t0| ≤ q * |t - t0| := by
  obtain ⟨hd, hc⟩ := gradient_regular hE
  set a := deriv (deriv E) t0
  have hapos : 0 < |a| := abs_pos.mpr ha
  have hε : 0 < q * |a| / 4 := by positivity
  have e1 := (hasDerivAt_iff_isLittleO.mp hd).def hε
  have e2 := Metric.tendsto_nhds.mp hc.tendsto _ hε
  have e3 := Metric.tendsto_nhds.mp hc.tendsto _ (half_pos hapos)
  obtain ⟨δ, hδ, H⟩ := Metric.eventually_nhds_iff.mp (e1.and (e2.and e3))
  refine ⟨δ, hδ, fun t ht => ?_⟩
  obtain ⟨k1, k2, k3⟩ := H (show dist t t0 < δ by rwa [Real.dist_eq])
  simp only [Real.norm_eq_abs, smul_eq_mul, h0, sub_zero] at k1
  rw [Real.dist_eq] at k2 k3
  -- the second derivative stays away from zero
  have hb : |a| / 2 < |deriv (deriv E) t| := by
    have h := abs_sub_abs_le_abs_sub a (deriv (deriv E) t)
    rw [abs_sub_comm] at h
    linarith
  have hbpos : 0 < |deriv (deriv E) t| := by linarith
  have hb0 : deriv (deriv E) t ≠ 0 := abs_pos.mp hbpos
  refine ⟨hb0, ?_⟩
  -- exact expression for the error after the step
  have herr : newtonStep E t - t0 = ((deriv (deriv E) t - a) * (t - t0)
      - (deriv E t - (t - t0) * a)) / deriv (deriv E) t := by
    rw [eq_div_iff hb0]
    have hg : deriv E t / deriv (deriv E) t * deriv (deriv E) t = deriv E t :=
      div_mul_cancel₀ _ hb0
    unfold newtonStep
    linear_combination -hg
  rw [herr, abs_div, div_le_iff₀ hbpos]
  have m1 : |(deriv (deriv E) t - a) * (t - t0) - (deriv E t - (t - t0) * a)|
      ≤ |(deriv (deriv E) t - a) * (t - t0)| + |deriv E t - (t - t0) * a| := by
    simpa only [Real.norm_eq_abs] using
      norm_sub_le ((deriv (deriv E) t - a) * (t - t0)) (deriv E t - (t - t0) * a)
  rw [abs_mul] at m1
  have m2 := mul_le_mul_of_nonneg_right k2.le (abs_nonneg (t - t0))
  have m3 := mul_le_mul_of_nonneg_left hb.le (mul_nonneg hq.le (abs_nonneg (t - t0)))
  linarith
```

Take q = 1/2 and let δ be the corresponding radius. If |t − t0| < δ, one step at least halves the error and so stays within the radius. By induction, the n-th iterate Nⁿ(t), with N⁰(t) = t, satisfies

|Nⁿ(t) − t0| ≤ (1/2)ⁿ |t − t0|,

and the right-hand side tends to zero. Lean writes the iterate as `(newtonStep E)^[n] t`. The theorem gives one δ > 0 that serves all starts within it, and says that E″ is nonzero at every iterate, including the start. The induction is `key`, and `squeeze_zero` takes the limit.

```lean
/-- Newton iteration converges to a stationary point `t0` from all nearby starts, never meeting a
vanishing second derivative, if `E` is twice continuously differentiable at `t0` and
`E''(t0)` is nonzero, of either sign. -/
theorem newton_converges {E : ℝ → ℝ} {t0 : ℝ} (hE : ContDiffAt ℝ 2 E t0)
    (h0 : deriv E t0 = 0) (ha : deriv (deriv E) t0 ≠ 0) :
    ∃ δ > 0, ∀ t, |t - t0| < δ →
      (∀ n : ℕ, deriv (deriv E) ((newtonStep E)^[n] t) ≠ 0) ∧
      Tendsto (fun n : ℕ => (newtonStep E)^[n] t) atTop (𝓝 t0) := by
  obtain ⟨δ, hδ, H⟩ := newton_error_reduction hE h0 ha (q := 1 / 2) (by norm_num)
  refine ⟨δ, hδ, fun t ht => ?_⟩
  have near : ∀ n : ℕ, |(newtonStep E)^[n] t - t0| ≤ (1 / 2) ^ n * |t - t0| →
      |(newtonStep E)^[n] t - t0| < δ := fun n hn =>
    (hn.trans (mul_le_of_le_one_left (abs_nonneg _)
      (pow_le_one₀ (by norm_num) (by norm_num)))).trans_lt ht
  -- the error is at least halved in every step
  have key : ∀ n : ℕ, |(newtonStep E)^[n] t - t0| ≤ (1 / 2) ^ n * |t - t0| := by
    intro n
    induction n with
    | zero => simp
    | succ n ih =>
      have h := (H _ (near n ih)).2
      rw [Function.iterate_succ_apply', pow_succ]
      linarith
  refine ⟨fun n => (H _ (near n (key n))).1, ?_⟩
  have lim := (tendsto_pow_atTop_nhds_zero_of_lt_one (r := (1 / 2 : ℝ))
    (by norm_num) (by norm_num)).mul_const |t - t0|
  rw [zero_mul] at lim
  exact tendsto_iff_norm_sub_tendsto_zero.mpr
    (squeeze_zero (fun n => norm_nonneg _) key lim)
```

## Steepest descent near a maximum

Steepest descent does respond to the sign of a. Suppose a < 0 and x ≠ 0. Near t0 we have |E′(t) − ax| ≤ (−a/2)|x|, hence

x E′(t) ≤ ax² + (−a/2)x² = (a/2)x² < 0.

For a step t − ηE′(t) with η > 0, the squared distance from t0 becomes

(x − ηE′(t))² = x² − 2ηxE′(t) + η²E′(t)² > x².

The step therefore leads away from t0. The notation `∀ᶠ t in 𝓝[≠] t0` means "for all t sufficiently close to t0 but different from it". The theorem is stated for one η at a time, but the bound on E′(t) used above does not involve η, so the same neighbourhood serves every η > 0. The statement concerns a single step, not the later course of the descent.

```lean
/-- Let `E` be twice continuously differentiable at a stationary point `t0` with `E''(t0) < 0`. For
any fixed `η > 0`, the steepest-descent step `t - η E'(t)` moves away from `t0` from every start
close enough to `t0` other than `t0` itself. -/
theorem steepest_descent_repelled {E : ℝ → ℝ} {t0 η : ℝ} (hE : ContDiffAt ℝ 2 E t0)
    (h0 : deriv E t0 = 0) (ha : deriv (deriv E) t0 < 0) (hη : 0 < η) :
    ∀ᶠ t in 𝓝[≠] t0, |t - t0| < |t - η * deriv E t - t0| := by
  have hd := (gradient_regular hE).1
  set a := deriv (deriv E) t0
  have e1 := (hasDerivAt_iff_isLittleO.mp hd).def (show 0 < -a / 2 by linarith)
  filter_upwards [nhdsWithin_le_nhds e1, self_mem_nhdsWithin] with t h ht
  simp only [Real.norm_eq_abs, smul_eq_mul, h0, sub_zero] at h
  have hx : 0 < (t - t0) * (t - t0) := mul_self_pos.mpr (sub_ne_zero.mpr ht)
  have h2 : (t - t0) * (deriv E t - (t - t0) * a) ≤ |t - t0| * (-a / 2 * |t - t0|) :=
    (le_abs_self _).trans (by
      rw [abs_mul]
      exact mul_le_mul_of_nonneg_left h (abs_nonneg _))
  have h3 : |t - t0| * (-a / 2 * |t - t0|) = -a / 2 * ((t - t0) * (t - t0)) := by
    linear_combination (-a / 2) * abs_mul_abs_self (t - t0)
  -- the gradient points towards the maximum, so descent points away from it
  have h4 : (t - t0) * deriv E t < 0 := by
    have := mul_neg_of_neg_of_pos ha hx
    linarith
  have h5 := mul_neg_of_pos_of_neg hη h4
  apply sq_lt_sq.mp
  nlinarith [h5, sq_nonneg (η * deriv E t)]
```

## H2 with one rotation angle

Let g and u be the real, orthonormal bonding and antibonding orbitals of minimal-basis H2. Their one-electron energies are h_g and h_u, their self-repulsions J_gg and J_uu, and the Coulomb and exchange integrals between them J and K. In Lean these are six arbitrary real numbers, with no signs or relations imposed.

```lean
/-- Integrals of minimal-basis H2 over the orbitals g and u: one-electron energies `hg`, `hu`,
self-repulsions `Jgg`, `Juu`, and the Coulomb and exchange integrals `J`, `K` between g and u. -/
structure H2Integrals where
  (hg hu Jgg Juu J K : ℝ)
```

Place both electrons in the orbital cos t · g + sin t · u. Inversion symmetry removes every integral containing u an odd number of times. The one-electron part is 2h_g cos² t + 2h_u sin² t. In the repulsion, the mixed terms contribute 2J + 4K times sin² t cos² t, so

E(t) = 2h_g cos² t + 2h_u sin² t + J_gg cos⁴ t + J_uu sin⁴ t + (2J + 4K) sin² t cos² t.

The code takes this formula as its definition. Nuclear repulsion is left out, being constant at fixed geometry.

```lean
/-- Electronic energy of H2 with both electrons in the orbital `cos t · g + sin t · u`. -/
def energy (p : H2Integrals) (t : ℝ) : ℝ :=
  2 * p.hg * Real.cos t ^ 2 + 2 * p.hu * Real.sin t ^ 2 + p.Jgg * Real.cos t ^ 4
    + p.Juu * Real.sin t ^ 4 + (2 * p.J + 4 * p.K) * (Real.sin t ^ 2 * Real.cos t ^ 2)
```

Differentiating term by term and collecting the common factor gives

E′(t) = 4 sin t cos t [h_u − h_g − J_gg cos² t + J_uu sin² t + (J + 2K)(cos² t − sin² t)].

```lean
/-- The orbital gradient of the H2 energy at every rotation angle. -/
theorem energy_gradient (p : H2Integrals) (t : ℝ) :
    HasDerivAt (energy p) (4 * Real.sin t * Real.cos t * (p.hu - p.hg - p.Jgg * Real.cos t ^ 2
      + p.Juu * Real.sin t ^ 2 + (p.J + 2 * p.K) * (Real.cos t ^ 2 - Real.sin t ^ 2))) t := by
  have hs := Real.hasDerivAt_sin t
  have hc := Real.hasDerivAt_cos t
  have h := (((((hc.fun_pow 2).const_mul (2 * p.hg)).fun_add
    ((hs.fun_pow 2).const_mul (2 * p.hu))).fun_add ((hc.fun_pow 4).const_mul p.Jgg)).fun_add
    ((hs.fun_pow 4).const_mul p.Juu)).fun_add
    (((hs.fun_pow 2).fun_mul (hc.fun_pow 2)).const_mul (2 * p.J + 4 * p.K))
  exact h.congr_deriv (by push_cast; ring)
```

At t = π/2 both electrons occupy u. There cos t = 0, so the gradient vanishes, and in the second derivative only the term that differentiates sin t cos t survives. That derivative is cos² t − sin² t = −1, so

E″(π/2) = 4(h_g − h_u − J_uu + J + 2K).

```lean
/-- The second derivative of the H2 energy at `π/2`, where both electrons occupy u. -/
theorem energy_hessian (p : H2Integrals) :
    deriv (deriv (energy p)) (Real.pi / 2)
      = 4 * (p.hg - p.hu - p.Juu + p.J + 2 * p.K) := by
  rw [funext fun t => (energy_gradient p t).deriv]
  have hs := Real.hasDerivAt_sin (Real.pi / 2)
  have hc := Real.hasDerivAt_cos (Real.pi / 2)
  have h := ((hs.const_mul 4).fun_mul hc).fun_mul
    (((((hc.fun_pow 2).const_mul p.Jgg).const_sub (p.hu - p.hg)).fun_add
      ((hs.fun_pow 2).const_mul p.Juu)).fun_add
      (((hc.fun_pow 2).fun_sub (hs.fun_pow 2)).const_mul (p.J + 2 * p.K)))
  refine h.deriv.trans ?_
  simp only [Real.cos_pi_div_two, Real.sin_pi_div_two]
  push_cast
  ring
```

This is negative exactly when

h_u − h_g + J_uu > J + 2K.

Physically, the doubly occupied u configuration, with energy 2h_u + J_uu, must lie more than K above the open-shell singlet, with energy h_g + h_u + J + K. The inequality is assumed here, not derived from computed integrals.

To see that the maximum is strict, put c = cos² t and use sin² t = 1 − c:

E(t) − E(π/2) = c [2(h_g − h_u − J_uu + J + 2K) + (J_gg + J_uu − 2J − 4K)c].

The bracket is negative at c = 0 and, by continuity, for t near π/2. For t ≠ π/2 between 0 and π, c is positive, so the product is negative for all t ≠ π/2 close enough to π/2. This expansion is `hdiff` in the proof.

```lean
/-- If `h_u - h_g + J_uu > J + 2K`, the H2 energy has a strict local maximum at `π/2`. -/
theorem energy_strict_max (p : H2Integrals) (hp : p.J + 2 * p.K < p.hu - p.hg + p.Juu) :
    ∀ᶠ t in 𝓝[≠] (Real.pi / 2), energy p t < energy p (Real.pi / 2) := by
  have hcont : Continuous fun t : ℝ => 2 * (p.hg - p.hu - p.Juu + p.J + 2 * p.K)
      + (p.Jgg + p.Juu - 2 * p.J - 4 * p.K) * Real.cos t ^ 2 := by fun_prop
  have hneg := (isOpen_lt hcont continuous_const).mem_nhds
    (show Real.pi / 2 ∈ {t : ℝ | 2 * (p.hg - p.hu - p.Juu + p.J + 2 * p.K)
      + (p.Jgg + p.Juu - 2 * p.J - 4 * p.K) * Real.cos t ^ 2 < 0} by
        simp only [Set.mem_ofPred_eq, Real.cos_pi_div_two]
        linarith)
  have hpi := Real.pi_pos
  filter_upwards [nhdsWithin_le_nhds hneg, self_mem_nhdsWithin,
    nhdsWithin_le_nhds (Ioo_mem_nhds (half_pos hpi) (half_lt_self hpi))] with t h1 h2 h3
  have hcos : Real.cos t ≠ 0 := fun h => h2 (Real.injOn_cos ⟨h3.1.le, h3.2.le⟩
    ⟨(half_pos hpi).le, (half_lt_self hpi).le⟩ (h.trans Real.cos_pi_div_two.symm))
  have hsq : Real.sin t ^ 2 = 1 - Real.cos t ^ 2 := Real.sin_sq t
  have h4 : Real.sin t ^ 4 = (1 - Real.cos t ^ 2) ^ 2 := by rw [← hsq]; ring
  -- exact expansion of the energy in the population of g
  have hdiff : energy p t - energy p (Real.pi / 2) = Real.cos t ^ 2 *
      (2 * (p.hg - p.hu - p.Juu + p.J + 2 * p.K)
        + (p.Jgg + p.Juu - 2 * p.J - 4 * p.K) * Real.cos t ^ 2) := by
    simp only [energy, Real.cos_pi_div_two, Real.sin_pi_div_two, h4, hsq]
    ring
  have h5 := mul_neg_of_pos_of_neg (pow_pos (abs_pos.mpr hcos) 2) h1
  rw [sq_abs] at h5
  linarith
```

The H2 energy is smooth, its gradient vanishes at π/2, and under the inequality its second derivative there is nonzero. The general convergence theorem therefore applies at this strict maximum.

For second-order SCF, this one-parameter model with an exact second derivative and no step control shows that Newton convergence alone does not identify a minimum. In the model, a positive second derivative at the stationary point reached is enough to confirm a local minimum. The theorem gives no numerical value for δ and does not treat level shifts or trust regions.

```lean
/-- If `h_u - h_g + J_uu > J + 2K`, the angle `π/2` is a strict local maximum of the H2 energy,
and yet Newton iteration converges to it from all nearby starts. -/
theorem h2_newton_attracted_to_maximum (p : H2Integrals)
    (hp : p.J + 2 * p.K < p.hu - p.hg + p.Juu) :
    (∀ᶠ t in 𝓝[≠] (Real.pi / 2), energy p t < energy p (Real.pi / 2)) ∧
    ∃ δ > 0, ∀ t, |t - Real.pi / 2| < δ →
      (∀ n : ℕ, deriv (deriv (energy p)) ((newtonStep (energy p))^[n] t) ≠ 0) ∧
      Tendsto (fun n : ℕ => (newtonStep (energy p))^[n] t) atTop (𝓝 (Real.pi / 2)) := by
  have hE : ContDiff ℝ 2 (energy p) := by
    unfold energy
    fun_prop
  refine ⟨energy_strict_max p hp, newton_converges hE.contDiffAt ?_ ?_⟩
  · rw [(energy_gradient p _).deriv, Real.cos_pi_div_two]
    ring
  · rw [energy_hessian]
    exact ne_of_lt (by linarith)

end

end NewtonSCF
```

```lean
#print axioms NewtonSCF.steepest_descent_repelled
#print axioms NewtonSCF.h2_newton_attracted_to_maximum
```

```
'NewtonSCF.steepest_descent_repelled' depends on axioms: [propext, Classical.choice, Quot.sound]
'NewtonSCF.h2_newton_attracted_to_maximum' depends on axioms: [propext, Classical.choice, Quot.sound]
```
